# Excitation energies with sum at most $x$ fill the volume $x^n/n!$; quasiparticle decay has phase-space area $x^2/2$

An electron sits at energy $x$ above a filled Fermi sea at zero temperature. It can lose energy by striking an electron out of the sea, which leaves a hole and two electrons above the Fermi level. The Pauli principle and energy conservation restrict the energies these three can take. How much room is left as $x$ becomes small?

Count energies from the Fermi level. Let $p_1\le 0$ be the energy of the struck electron and $p_2\ge 0$ that of one outgoing electron. The other outgoing electron then has energy $x+p_1-p_2$, which must also be nonnegative. For $x\ge 0$ the allowed pairs $(p_1,p_2)$ fill an area

$$\frac{x^2}{2}.$$

This is the case $n=2$ of a general volume. For every natural number $n$ and every $x\ge 0$,

$$V_n(x)=\operatorname{vol}\{(e_0,\dots,e_{n-1}) : e_i\ge 0,\ \textstyle\sum_i e_i\le x\}=\frac{x^n}{n!}.$$

## The energy integral in a linewidth calculation

In a golden-rule calculation of the electron–electron scattering rate at zero temperature, suppose that the densities of states and the squared matrix element, averaged over all states with the given energies, are constant near the Fermi level, and collect them in a prefactor $A$. The rate is then

$$\Gamma(x)=A\int_{-\infty}^{0}dp_1\int_0^{\infty}dp_2\;\theta(x+p_1-p_2)=A\,\frac{x^2}{2},$$

where $\theta$ is the unit step function. This is the quadratic energy dependence of Landau's decay rate, under the assumption of a constant prefactor.

The same integral can be organised by the energy transfer $\omega=x-p_2$. At fixed $\omega$ the hole depth $-p_1$ runs from $0$ to $\omega$, so the inner integral gives $\omega$ and the outer one gives $\int_0^x\omega\,d\omega=x^2/2$. For $x=0.2$ eV the area is $0.02\ \text{eV}^2$; for $x=0.4$ eV it is $0.08\ \text{eV}^2$.

## From one excitation to $n$, and back to the decay

With no excitations there is a single, empty configuration. It is allowed because $0\le x$, so $V_0(x)=1$.

For $n+1$ excitations, fix the first energy $e_0=t$. It must satisfy $t\ge 0$, and the remaining $n$ energies are nonnegative with sum at most $x-t$. If $t>x$, nothing is allowed. Hence

$$V_{n+1}(x)=\int_0^x V_n(x-t)\,dt.$$

Insert $V_n(x-t)=(x-t)^n/n!$ and substitute $u=x-t$:

$$V_{n+1}(x)=\int_0^x\frac{u^n}{n!}\,du=\frac{x^{n+1}}{(n+1)\,n!}=\frac{x^{n+1}}{(n+1)!}.$$

Induction gives the formula for all $n$. Differentiating it for $x>0$ gives

$$V_{n+1}'(x)=\frac{(n+1)x^n}{(n+1)!}=\frac{x^n}{n!}=V_n(x),$$

which is the density of states of $n+1$ labelled excitations at total energy $x$, if each of them has one level per unit energy. The decay has three excitations, one hole and two electrons, whose energies add up to exactly $x$; their density is $V_3'(x)=V_2(x)$.

The area can also be found directly. Put $e_0=-p_1$ and $e_1=p_2$. The three conditions on $(p_1,p_2)$ become $e_0\ge 0$, $e_1\ge 0$ and $e_0+e_1\le x$. Reversing the sign of one coordinate preserves area, so the decay region has area $V_2(x)=x^2/2$.

## The Lean file

```lean
import Mathlib

open MeasureTheory Set
open scoped Nat

namespace FermiDecayPhaseSpace

/-- The energies of `n` excitations, each nonnegative, whose sum is at most `x`. -/
def energySimplex (n : ℕ) (x : ℝ) : Set (Fin n → ℝ) :=
  {e | (∀ i, 0 ≤ e i) ∧ ∑ i, e i ≤ x}

/-- Decay of a quasiparticle of energy `x`, with energies counted from the Fermi level.
The struck electron has energy `p.1` at or below the Fermi level; the outgoing electrons have
energies `p.2` and, by energy conservation, `x + p.1 - p.2`, both at or above it. -/
def decayRegion (x : ℝ) : Set (ℝ × ℝ) :=
  {p | p.1 ≤ 0 ∧ 0 ≤ p.2 ∧ 0 ≤ x + p.1 - p.2}

/-- The set of allowed excitation energies is measurable. -/
theorem measurableSet_energySimplex (n : ℕ) (x : ℝ) :
    MeasurableSet (energySimplex n x) := by
  have h1 : MeasurableSet {e : Fin n → ℝ | ∀ i, 0 ≤ e i} := by
    rw [Set.ofPred_forall]
    exact MeasurableSet.iInter fun i => measurableSet_le measurable_const (measurable_pi_apply i)
  have h2 : MeasurableSet {e : Fin n → ℝ | ∑ i, e i ≤ x} :=
    measurableSet_le (by fun_prop) measurable_const
  exact h1.inter h2

/-- If one of `n + 1` excitations takes the energy `t`, the others share at most `x - t`;
integrating over `t` from `0` to `x` gives the phase space of all `n + 1`. -/
theorem volume_energySimplex_succ (n : ℕ) (x : ℝ) :
    volume (energySimplex (n + 1) x)
      = ∫⁻ t in Icc 0 x, volume (energySimplex n (x - t)) := by
  have hS := measurableSet_energySimplex (n + 1) x
  -- split off the first energy and apply Tonelli's theorem
  have hmp := MeasurePreserving.symm _
    (volume_preserving_piFinSuccAbove (fun _ : Fin (n + 1) => ℝ) 0)
  have h1 := hmp.measure_preimage hS.nullMeasurableSet
  have h2 := Measure.prod_apply (μ := (volume : Measure ℝ))
    (ν := (volume : Measure (Fin n → ℝ))) (hmp.measurable hS)
  refine (h1.symm.trans h2).trans ?_
  rw [← lintegral_indicator measurableSet_Icc]
  refine lintegral_congr fun t => ?_
  have hpre : ∀ e : Fin n → ℝ,
      e ∈ (Prod.mk t ⁻¹' ((MeasurableEquiv.piFinSuccAbove
        (fun _ : Fin (n + 1) => ℝ) 0).symm ⁻¹' energySimplex (n + 1) x)) ↔
      0 ≤ t ∧ e ∈ energySimplex n (x - t) := by
    intro e
    change (Fin.insertNth (α := fun _ => ℝ) 0 t e) ∈ energySimplex (n + 1) x ↔ _
    simp only [energySimplex, Set.mem_ofPred_eq, Fin.forall_fin_succ, Fin.sum_univ_succ,
      Fin.insertNth_zero', Fin.cons_zero, Fin.cons_succ]
    constructor
    · rintro ⟨⟨h0, hp⟩, hs⟩
      exact ⟨h0, hp, by linarith⟩
    · rintro ⟨h0, hp, hs⟩
      exact ⟨⟨h0, hp⟩, by linarith⟩
  by_cases ht : t ∈ Icc 0 x
  · rw [Set.indicator_of_mem ht]
    refine congrArg (fun s : Set (Fin n → ℝ) => volume s) (Set.ext fun e => ?_)
    exact (hpre e).trans ⟨And.right, fun h => ⟨ht.1, h⟩⟩
  · -- the slice is empty if `t` is negative or exceeds `x`
    rw [Set.indicator_of_notMem ht]
    refine (congrArg (fun s : Set (Fin n → ℝ) => volume s)
      (Set.eq_empty_of_forall_notMem fun e he => ?_)).trans measure_empty
    obtain ⟨h0, hp, hs⟩ := (hpre e).1 he
    have hsum : 0 ≤ ∑ i, e i := Finset.sum_nonneg fun i _ => hp i
    exact ht ⟨h0, by linarith⟩

/-- The integral of `(x - t)^n / n!` over `t` from `0` to `x` is `x^(n+1) / (n+1)!`. -/
theorem integral_remaining_energy (n : ℕ) (x : ℝ) :
    ∫ t in (0 : ℝ)..x, (x - t) ^ n / (n ! : ℝ) = x ^ (n + 1) / ((n + 1)! : ℝ) := by
  have hf : (((n + 1)! : ℕ) : ℝ) = ((n : ℝ) + 1) * (n ! : ℝ) := by
    exact_mod_cast Nat.factorial_succ n
  have h := intervalIntegral.integral_comp_sub_left (a := 0) (b := x)
    (fun u : ℝ => u ^ n / (n ! : ℝ)) x
  simp only [sub_self, sub_zero] at h
  rw [h, intervalIntegral.integral_div, integral_pow, zero_pow (Nat.succ_ne_zero n),
    sub_zero, div_div, hf]

/-- For `x ≥ 0`, the nonnegative energies of `n` excitations with sum at most `x` fill the
phase-space volume `x^n / n!`. -/
theorem volume_energySimplex (n : ℕ) {x : ℝ} (hx : 0 ≤ x) :
    volume (energySimplex n x) = ENNReal.ofReal (x ^ n / (n ! : ℝ)) := by
  induction n generalizing x with
  | zero =>
    have h : energySimplex 0 x = Set.univ := by
      ext e
      simp [energySimplex, hx]
    rw [h, volume_pi, Measure.pi_univ]
    simp
  | succ n ih =>
    have hint : Integrable (fun t : ℝ => (x - t) ^ n / (n ! : ℝ))
        (volume.restrict (Icc 0 x)) :=
      Continuous.integrableOn_Icc (by fun_prop)
    have hnn : 0 ≤ᵐ[volume.restrict (Icc 0 x)] (fun t : ℝ => (x - t) ^ n / (n ! : ℝ)) :=
      (ae_restrict_iff' measurableSet_Icc).2 (ae_of_all _ fun t ht =>
        div_nonneg (pow_nonneg (sub_nonneg.2 ht.2) n) (Nat.cast_nonneg _))
    calc volume (energySimplex (n + 1) x)
        = ∫⁻ t in Icc 0 x, volume (energySimplex n (x - t)) := volume_energySimplex_succ n x
      _ = ∫⁻ t in Icc 0 x, ENNReal.ofReal ((x - t) ^ n / (n ! : ℝ)) :=
          setLIntegral_congr_fun measurableSet_Icc fun t ht => ih (sub_nonneg.2 ht.2)
      _ = ENNReal.ofReal (∫ t in Icc 0 x, (x - t) ^ n / (n ! : ℝ)) :=
          (ofReal_integral_eq_lintegral_ofReal hint hnn).symm
      _ = ENNReal.ofReal (x ^ (n + 1) / ((n + 1)! : ℝ)) := by
          rw [integral_Icc_eq_integral_Ioc, ← intervalIntegral.integral_of_le hx,
            integral_remaining_energy]

/-- For `x > 0`, the derivative at `x` of the phase-space volume of `n + 1` excitations with
respect to the energy bound is the phase-space volume of `n` excitations. -/
theorem hasDerivAt_volume_energySimplex (n : ℕ) {x : ℝ} (hx : 0 < x) :
    HasDerivAt (fun y => (volume (energySimplex (n + 1) y)).toReal)
      (volume (energySimplex n x)).toReal x := by
  have hf : (((n + 1)! : ℕ) : ℝ) = ((n : ℝ) + 1) * (n ! : ℝ) := by
    exact_mod_cast Nat.factorial_succ n
  have hn : (n ! : ℝ) ≠ 0 := by exact_mod_cast Nat.factorial_ne_zero n
  have h : HasDerivAt (fun y : ℝ => y ^ (n + 1) / ((n + 1)! : ℝ)) (x ^ n / (n ! : ℝ)) x := by
    refine ((hasDerivAt_pow (n + 1) x).div_const ((n + 1)! : ℝ)).congr_deriv ?_
    rw [Nat.add_sub_cancel, hf]
    push_cast
    field_simp
  -- near a positive energy both volumes are given by the closed formula
  refine (h.congr_of_eventuallyEq ?_).congr_deriv ?_
  · filter_upwards [lt_mem_nhds hx] with y hy
    rw [volume_energySimplex (n + 1) hy.le, ENNReal.toReal_ofReal (by positivity)]
  · rw [volume_energySimplex n hx.le, ENNReal.toReal_ofReal (by positivity)]

/-- The phase space for the decay of a quasiparticle of energy `x ≥ 0` above a filled Fermi
sea, by striking one electron out of the sea, has area `x^2 / 2`. -/
theorem volume_decayRegion {x : ℝ} (hx : 0 ≤ x) :
    volume (decayRegion x) = ENNReal.ofReal (x ^ 2 / 2) := by
  have hmeas : MeasurableSet (decayRegion x) := by
    have h1 : MeasurableSet {p : ℝ × ℝ | p.1 ≤ 0} :=
      measurableSet_le measurable_fst measurable_const
    have h2 : MeasurableSet {p : ℝ × ℝ | 0 ≤ p.2} :=
      measurableSet_le measurable_const measurable_snd
    have h3 : MeasurableSet {p : ℝ × ℝ | 0 ≤ x + p.1 - p.2} :=
      measurableSet_le measurable_const (by fun_prop)
    exact h1.inter (h2.inter h3)
  -- count the hole energy downwards from the Fermi level
  have hneg := (Measure.measurePreserving_neg (volume : Measure ℝ)).prod
    (MeasurePreserving.id (volume : Measure ℝ))
  have hcomp := hneg.comp (volume_preserving_finTwoArrow ℝ)
  have h := hcomp.measure_preimage hmeas.nullMeasurableSet
  refine h.symm.trans ?_
  have hv : volume (energySimplex 2 x) = ENNReal.ofReal (x ^ 2 / 2) := by
    rw [volume_energySimplex 2 hx, Nat.factorial_two, Nat.cast_ofNat]
  refine Eq.trans (congrArg (fun s : Set (Fin 2 → ℝ) => volume s) (Set.ext fun e => ?_)) hv
  change (-e 0 ≤ 0 ∧ 0 ≤ e 1 ∧ 0 ≤ x + -e 0 - e 1) ↔ ((∀ i, 0 ≤ e i) ∧ ∑ i, e i ≤ x)
  rw [Fin.forall_fin_two, Fin.sum_univ_two]
  constructor
  · rintro ⟨h0, h1, h2⟩
    exact ⟨⟨by linarith, h1⟩, by linarith⟩
  · rintro ⟨⟨h0, h1⟩, h2⟩
    exact ⟨by linarith, h1, by linarith⟩

end FermiDecayPhaseSpace
```

```lean
#print axioms FermiDecayPhaseSpace.volume_energySimplex
-- 'FermiDecayPhaseSpace.volume_energySimplex' depends on axioms: [propext, Classical.choice, Quot.sound]
#print axioms FermiDecayPhaseSpace.hasDerivAt_volume_energySimplex
-- 'FermiDecayPhaseSpace.hasDerivAt_volume_energySimplex' depends on axioms: [propext, Classical.choice, Quot.sound]
#print axioms FermiDecayPhaseSpace.volume_decayRegion
-- 'FermiDecayPhaseSpace.volume_decayRegion' depends on axioms: [propext, Classical.choice, Quot.sound]
```

## Energies and volumes as Lean objects

A list of $n$ energies is a function `Fin n → ℝ`, indexed from $0$, and `energySimplex n x` is the set of allowed lists. In `decayRegion x` the letter `p` denotes a pair of energies, not a momentum: `p.1` belongs to the struck electron and `p.2` to one outgoing electron.

`volume` is Lebesgue measure, with values in $[0,\infty]$. The closed formulas are therefore wrapped in `ENNReal.ofReal`, which embeds the nonnegative reals there. The derivative theorem needs real-valued functions and converts back with `toReal`. It assumes $x>0$, whereas the two volume formulas allow $x=0$, with $0^0=1$ when $n=0$.

## Tonelli, induction and a reflection

`measurableSet_energySimplex` supplies the measurability that Tonelli's theorem requires. In `volume_energySimplex_succ`, the map `piFinSuccAbove` splits off energy number $0$ without changing volume, and `Measure.prod_apply` writes the volume as an integral over slices. The statement `hpre` identifies the slice at $t$; a case split then shows that it is empty outside $[0,x]$.

`integral_remaining_energy` is the substitution $u=x-t$. The induction in `volume_energySimplex` keeps $x$ general, because the hypothesis is applied at $x-t$. Its `calc` chain inserts that hypothesis, passes from the measure-theoretic integral to the ordinary one, and evaluates it.

`hasDerivAt_volume_energySimplex` differentiates the closed formula, which agrees with the volume throughout a neighbourhood of a positive $x$. `volume_decayRegion` reverses the sign of the hole coordinate and applies the case $n=2$.

## An exact area, and what a rate still needs

The theorems fix the power of $x$ and the factor $1/n!$ exactly, for independent excitations with continuous energies and a sharp Fermi step. The step from this area to the rate $Ax^2/2$ is physical input: the assumption made here is that matrix elements, densities of states and momentum conservation together reduce to a constant weight over the region.

Two conventions matter when the area is put into a code. The sea has no lower edge in `decayRegion`; since the hole depth never exceeds $x$, this agrees with a band of finite occupied width as long as $x$ is at most that width. The outgoing electrons are also labelled, so each pair of distinct outgoing energies is counted twice. If the two electrons have the same spin, exchanging their labels gives the same final state, and a sum over distinct final states uses half the area, $x^2/4$. If their spins are opposite, the spin tells them apart and the full area $x^2/2$ applies.
